# An off-resonant four-site chain splits its end-site pair only at third order in the coupling

When a chain with two equivalent end sites is reduced to an effective two-state Hamiltonian by a truncated expansion in the coupling, the result depends on the order at which the expansion stops. For an open four-site chain with site energies 0, Δ, Δ, 0, nearest-neighbour coupling t and Δ > 0, second order is too early: it shifts both end states by −t²/Δ and leaves them degenerate. The splitting starts at third order, with leading magnitude 2|t|³/Δ². This bears on tight-binding estimates of tunnelling splittings through a bridge, here for a single particle and a bridge of two sites.

The condition Δ > 0 says that the inner sites lie above the end sites. The bridge, whose own levels are Δ ± t, is then off resonance when |t| is small compared with Δ. Energies and couplings are real numbers in a common unit.

In Lean 4 with Mathlib:

```lean
import Mathlib

open Matrix Filter Topology

namespace ThirdOrderSplitting

noncomputable section
```

## The Hamiltonian and its reflection symmetry

Number the sites 0, 1, 2, 3. The amplitudes c₀, …, c₃ of an eigenstate with energy x satisfy

t c₁ = x c₀

t c₀ + Δ c₁ + t c₂ = x c₁

t c₁ + Δ c₂ + t c₃ = x c₂

t c₂ = x c₃

```lean
/-- Hamiltonian of the open four-site chain with site energies `0, Δ, Δ, 0` and
nearest-neighbour coupling `t`. -/
def chain (Δ t : ℝ) : Matrix (Fin 4) (Fin 4) ℝ :=
  !![0, t, 0, 0; t, Δ, t, 0; 0, t, Δ, t; 0, 0, t, 0]
```

The matrix `chain Δ t` contains these coefficients. The basis is orthonormal, all three couplings are equal, and t enters with a plus sign.

Reflection exchanges sites 0 and 3 and sites 1 and 2. For an even state, c₂ = c₁ and c₃ = c₀. Multiplying the second equation by x and using x c₀ = t c₁ then gives, for c₁ ≠ 0,

x² − (Δ + t)x − t² = 0

An odd state has c₂ = −c₁ and c₃ = −c₀, which replaces t by −t in the linear term. One set of formulas therefore serves both symmetries. Write g(t) for the square root of the discriminant:

g(t) = √((Δ + t)² + 4t²)

```lean
/-- The square root of the discriminant of `x² - (Δ + t) x - t²`. -/
def gap (Δ t : ℝ) : ℝ := √((Δ + t) ^ 2 + 4 * t ^ 2)
```

The smaller root is

λ(t) = (Δ + t − g(t))/2

```lean
/-- The level `(Δ + t - gap) / 2`. -/
def lower (Δ t : ℝ) : ℝ := (Δ + t - gap Δ t) / 2
```

and the larger root is

μ(t) = (Δ + t + g(t))/2

```lean
/-- The level `(Δ + t + gap) / 2`. -/
def upper (Δ t : ℝ) : ℝ := (Δ + t + gap Δ t) / 2
```

The even levels are λ(t) and μ(t), and the odd ones are λ(−t) and μ(−t). In the code, λ, μ and g are `lower`, `upper` and `gap`. Note that `gap` separates two levels of the same symmetry; the splitting of interest is λ(t) − λ(−t).

## Roots of one quadratic

The sum of the roots is Δ + t, and their product is

λ(t) μ(t) = ((Δ + t)² − g(t)²)/4 = −t²

Hence x² − (Δ + t)x − t² = (x − λ(t))(x − μ(t)).

```lean
/-- The quadratic `x² - (Δ + t) x - t²` factors through the lower and the upper level. -/
theorem quadratic_factor (Δ t x : ℝ) :
    x ^ 2 - (Δ + t) * x - t ^ 2 = (x - lower Δ t) * (x - upper Δ t) := by
  have h : gap Δ t ^ 2 = (Δ + t) ^ 2 + 4 * t ^ 2 := Real.sq_sqrt (by positivity)
  unfold lower upper
  linear_combination (1 / 4) * h
```

The proof needs only the square of g(t), which `Real.sq_sqrt` supplies because the discriminant is non-negative. Setting x = 0 in this identity recovers the product of the roots, which is how the proofs of `second_order_shift` and `splitting_exact` use it.

Since g(t) ≥ 0, we have λ(t) ≤ μ(t). A root x makes one of the two factors vanish, so it equals λ(t) or μ(t), and in both cases x ≥ λ(t).

```lean
/-- The lower level is the smaller root of `x² - (Δ + t) x - t²`. -/
theorem lower_isLeast (Δ t : ℝ) :
    IsLeast {x : ℝ | x ^ 2 - (Δ + t) * x - t ^ 2 = 0} (lower Δ t) := by
  have hg : 0 ≤ gap Δ t := Real.sqrt_nonneg _
  have hle : lower Δ t ≤ upper Δ t := by
    unfold lower upper
    linarith
  constructor
  · change lower Δ t ^ 2 - (Δ + t) * lower Δ t - t ^ 2 = 0
    rw [quadratic_factor, sub_self, zero_mul]
  · intro x hx
    change x ^ 2 - (Δ + t) * x - t ^ 2 = 0 at hx
    rw [quadratic_factor] at hx
    rcases mul_eq_zero.1 hx with h | h <;> linarith
```

`IsLeast` states that λ(t) is a root and that no root lies below it.

For t ≠ 0,

g(t)² = (Δ + t)² + 4t² > (Δ + t)²

so −g(t) < Δ + t < g(t). It follows that λ(t) < 0 < μ(t).

```lean
/-- At nonzero coupling the lower level is negative and the upper level is positive. -/
theorem level_signs (Δ : ℝ) {t : ℝ} (ht : t ≠ 0) : lower Δ t < 0 ∧ 0 < upper Δ t := by
  have h : gap Δ t ^ 2 = (Δ + t) ^ 2 + 4 * t ^ 2 := Real.sq_sqrt (by positivity)
  have hg : 0 ≤ gap Δ t := Real.sqrt_nonneg _
  have ht2 : 0 < t ^ 2 := by positivity
  have hlt := abs_lt_of_sq_lt_sq' (show (Δ + t) ^ 2 < gap Δ t ^ 2 by linarith) hg
  unfold lower upper
  constructor <;> linarith [hlt.1, hlt.2]
```

This holds for every real Δ.

## The full spectrum

Put p = x − Δ. Expanding the determinant of x − H along its first row gives

det(x − H) = x[p(px − t²) − t²x] − t²(px − t²)

= (px − t²)² − t²x²

= (px − t² − tx)(px − t² + tx)

= (x² − (Δ + t)x − t²)(x² − (Δ − t)x − t²)

```lean
/-- The characteristic polynomial of the chain is a product of two quadratics that differ
by the sign of `t`. -/
theorem charpoly_chain (Δ t : ℝ) :
    (chain Δ t).charpoly =
      (Polynomial.X ^ 2 - Polynomial.C (Δ + t) * Polynomial.X - Polynomial.C (t ^ 2)) *
      (Polynomial.X ^ 2 - Polynomial.C (Δ - t) * Polynomial.X - Polynomial.C (t ^ 2)) := by
  apply Polynomial.funext
  intro x
  have hM : Matrix.scalar (Fin 4) x - chain Δ t =
      !![x, -t, 0, 0; -t, x - Δ, -t, 0; 0, -t, x - Δ, -t; 0, 0, -t, x] := by
    ext i j
    fin_cases i <;> fin_cases j <;> simp [chain]
  rw [Matrix.eval_charpoly, hM]
  simp only [Polynomial.eval_mul, Polynomial.eval_sub, Polynomial.eval_pow,
    Polynomial.eval_X, Polynomial.eval_C]
  simp [Matrix.det_succ_row_zero, Fin.sum_univ_succ, Fin.succAbove]
  ring
```

The theorem is an identity between polynomials. `Polynomial.funext` reduces it to equality of values at every real x; the determinant is then expanded and `ring` compares the two sides.

The eigenvectors follow from t c₁ = x c₀ with the choice c₀ = t, which gives c₁ = x:

even: (t, λ(t), λ(t), t)

odd: (t, λ(−t), −λ(−t), −t)

On site 0 the eigenvalue equation is immediate. On site 1 the even vector requires t² + Δλ(t) + tλ(t) = λ(t)², which is the quadratic equation. The other sites follow by reflection, and the odd case is the same with the sign of t changed in the linear term.

```lean
/-- The chain Hamiltonian maps a reflection-even vector to `lower Δ t` times itself, and a
reflection-odd vector to `lower Δ (-t)` times itself. -/
theorem chain_eigenvectors (Δ t : ℝ) :
    chain Δ t *ᵥ ![t, lower Δ t, lower Δ t, t] =
        lower Δ t • ![t, lower Δ t, lower Δ t, t] ∧
      chain Δ t *ᵥ ![t, lower Δ (-t), -lower Δ (-t), -t] =
        lower Δ (-t) • ![t, lower Δ (-t), -lower Δ (-t), -t] := by
  have h₁ : lower Δ t ^ 2 - (Δ + t) * lower Δ t - t ^ 2 = 0 := (lower_isLeast Δ t).1
  have h₂ : lower Δ (-t) ^ 2 - (Δ + -t) * lower Δ (-t) - (-t) ^ 2 = 0 :=
    (lower_isLeast Δ (-t)).1
  generalize lower Δ t = a at *
  generalize lower Δ (-t) = b at *
  constructor
  · ext i
    fin_cases i <;> simp [chain, Matrix.mulVec, dotProduct, Fin.sum_univ_succ]
    all_goals first | ring1 | linear_combination -h₁
  · ext i
    fin_cases i <;> simp [chain, Matrix.mulVec, dotProduct, Fin.sum_univ_succ]
    all_goals first | ring1 | linear_combination -h₂ | linear_combination h₂
```

The proof checks the four components one by one, using the two quadratic equations `h₁` and `h₂`. The vectors are not normalised. For t ≠ 0 the even one has norm √(2(t² + λ(t)²)), so the normalised state has probability t²/(2(t² + λ(t)²)) on each end site; for the odd state, λ(−t) replaces λ(t). With Δ > 0 both probabilities tend to 1/2 as t → 0, because λ(±t) is of order t². At t = 0 itself, with Δ ≥ 0, both written vectors are zero and the equations say nothing about eigenstates.

The signs now identify the pair. At t ≠ 0 the four levels are λ(t), λ(−t), μ(t) and μ(−t), of which the first two are negative and the last two positive.

```lean
/-- At nonzero coupling the negative eigenvalues of the chain are exactly `lower Δ t` and
`lower Δ (-t)`. -/
theorem negative_levels (Δ : ℝ) {t : ℝ} (ht : t ≠ 0) (x : ℝ) :
    (x < 0 ∧ (chain Δ t).charpoly.IsRoot x) ↔ x = lower Δ t ∨ x = lower Δ (-t) := by
  have he : ∀ y : ℝ, (chain Δ t).charpoly.eval y =
      ((y - lower Δ t) * (y - upper Δ t)) * ((y - lower Δ (-t)) * (y - upper Δ (-t))) := by
    intro y
    rw [charpoly_chain, ← quadratic_factor Δ t y, ← quadratic_factor Δ (-t) y]
    simp only [Polynomial.eval_mul, Polynomial.eval_sub, Polynomial.eval_pow,
      Polynomial.eval_X, Polynomial.eval_C]
    ring
  have s₁ := level_signs Δ ht
  have s₂ := level_signs Δ (neg_ne_zero.2 ht)
  rw [Polynomial.IsRoot.def, he]
  constructor
  · rintro ⟨hx, h⟩
    -- the upper levels are positive, so only the lower ones remain
    rcases mul_eq_zero.1 h with h | h
    · rcases mul_eq_zero.1 h with h | h
      · exact Or.inl (by linarith)
      · exact absurd s₁.2 (by linarith)
    · rcases mul_eq_zero.1 h with h | h
      · exact Or.inr (by linarith)
      · exact absurd s₂.2 (by linarith)
  · rintro (h | h)
    · exact ⟨by linarith [s₁.1], by rw [h]; ring⟩
    · exact ⟨by linarith [s₂.1], by rw [h]; ring⟩
```

The theorem says that x is a negative root of the characteristic polynomial exactly when it equals λ(t) or λ(−t). The proof writes the polynomial as four linear factors and discards the two positive roots. For Δ > 0 these negative levels are the ones that grow out of the degenerate end sites, while μ(±t) tends to Δ.

## Equal shifts at second order

The product of the roots gives, for t ≠ 0,

λ(±t)/t² = −1/μ(±t)

For Δ > 0, μ(±t) → μ(0) = Δ as t → 0, and both ratios tend to −1/Δ.

```lean
/-- Divided by `t²`, both lower levels tend to the same value `-1/Δ` as `t` tends to zero. -/
theorem second_order_shift {Δ : ℝ} (hΔ : 0 < Δ) :
    Tendsto (fun t => lower Δ t / t ^ 2) (𝓝[≠] (0 : ℝ)) (𝓝 (-1 / Δ)) ∧
      Tendsto (fun t => lower Δ (-t) / t ^ 2) (𝓝[≠] (0 : ℝ)) (𝓝 (-1 / Δ)) := by
  have u0 : upper Δ 0 = Δ := by
    simp [upper, gap, Real.sqrt_sq hΔ.le]
  have key : ∀ σ : ℝ, σ ^ 2 = 1 →
      Tendsto (fun t => lower Δ (σ * t) / t ^ 2) (𝓝[≠] (0 : ℝ)) (𝓝 (-1 / Δ)) := by
    intro σ hσ
    have hσ0 : σ ≠ 0 := by
      rintro rfl
      norm_num at hσ
    have hc : Continuous fun t : ℝ => upper Δ (σ * t) := by
      unfold upper gap
      fun_prop
    have l : Tendsto (fun t : ℝ => upper Δ (σ * t)) (𝓝 0) (𝓝 Δ) := by
      have h := hc.tendsto 0
      simpa only [mul_zero, u0] using h
    have l' : Tendsto (fun t : ℝ => -1 / upper Δ (σ * t)) (𝓝 0) (𝓝 (-1 / Δ)) :=
      tendsto_const_nhds.div l hΔ.ne'
    refine Tendsto.congr' ?_ (l'.mono_left nhdsWithin_le_nhds)
    filter_upwards [self_mem_nhdsWithin] with t ht
    have ht' : t ≠ 0 := ht
    have hU := (level_signs Δ (mul_ne_zero hσ0 ht')).2
    -- the product of the two roots is `-t²`
    have p := quadratic_factor Δ (σ * t) 0
    rw [div_eq_div_iff hU.ne' (pow_ne_zero 2 ht')]
    linear_combination p + t ^ 2 * hσ
  constructor
  · simpa only [one_mul] using key 1 (by norm_num)
  · simpa only [neg_mul, one_mul] using key (-1) (by norm_num)
```

The two signs are treated together through a number σ with σ² = 1. The proof takes the limit of −1/μ(σt) by continuity and then replaces this function by λ(σt)/t², which equals it at every t ≠ 0. The filter `𝓝[≠] (0 : ℝ)` means that t approaches zero from either side without being zero.

## The exact splitting

Using the product of the roots once for each symmetry,

λ(t) − λ(−t) = −t²/μ(t) + t²/μ(−t) = t²(μ(t) − μ(−t))/(μ(t)μ(−t))

The root products supply the factor t², and the difference of the upper levels supplies one more factor of t. Since

g(t)² − g(−t)² = (Δ + t)² − (Δ − t)² = 4Δt

division by g(t) + g(−t) gives

g(t) − g(−t) = 4Δt/(g(t) + g(−t))

and therefore

μ(t) − μ(−t) = t + (g(t) − g(−t))/2 = t[1 + 2Δ/(g(t) + g(−t))]

Inserting this yields

λ(t) − λ(−t) = t³[1 + 2Δ/(g(t) + g(−t))]/(μ(t)μ(−t))

```lean
/-- Exact splitting of the two lower levels at nonzero coupling, with a factor `t³`
taken out. -/
theorem splitting_exact (Δ : ℝ) {t : ℝ} (ht : t ≠ 0) :
    lower Δ t - lower Δ (-t) =
      t ^ 3 * (1 + 2 * Δ / (gap Δ t + gap Δ (-t))) / (upper Δ t * upper Δ (-t)) := by
  have s₁ := (level_signs Δ ht).2
  have s₂ := (level_signs Δ (neg_ne_zero.2 ht)).2
  have g₁ : 0 < gap Δ t := Real.sqrt_pos.2 (by positivity)
  have g₂ : 0 ≤ gap Δ (-t) := Real.sqrt_nonneg _
  have q₁ : gap Δ t ^ 2 = (Δ + t) ^ 2 + 4 * t ^ 2 := Real.sq_sqrt (by positivity)
  have q₂ : gap Δ (-t) ^ 2 = (Δ + -t) ^ 2 + 4 * (-t) ^ 2 := Real.sq_sqrt (by positivity)
  have hS : gap Δ t - gap Δ (-t) = 4 * Δ * t / (gap Δ t + gap Δ (-t)) := by
    rw [eq_div_iff (by linarith : gap Δ t + gap Δ (-t) ≠ 0) ]
    linear_combination q₁ - q₂
  -- the upper levels differ at first order in `t`
  have hd : upper Δ t - upper Δ (-t) = t * (1 + 2 * Δ / (gap Δ t + gap Δ (-t))) := by
    unfold upper
    linear_combination (1 / 2) * hS
  have p₁ := quadratic_factor Δ t 0
  have p₂ := quadratic_factor Δ (-t) 0
  rw [eq_div_iff (mul_pos s₁ s₂).ne']
  linear_combination -upper Δ (-t) * p₁ + upper Δ t * p₂ + t ^ 2 * hd
```

In the proof, `hS` is the difference of the square roots, `hd` the difference of the upper levels, and `p₁` and `p₂` are the two root products. The final `linear_combination` assembles them after the positive denominator has been cleared. The formula is exact for every real Δ and every t ≠ 0.

## The third-order coefficient

Let t → 0 with Δ > 0. Then g(±t) → Δ and μ(±t) → Δ, so

(λ(t) − λ(−t))/t³ → (1 + 2Δ/(2Δ))/Δ² = 2/Δ²

For Δ = 1 the limit is 2.

```lean
/-- The splitting of the two lower levels, divided by `t³`, tends to `2/Δ²` as the coupling
`t` tends to zero. -/
theorem third_order_splitting {Δ : ℝ} (hΔ : 0 < Δ) :
    Tendsto (fun t => (lower Δ t - lower Δ (-t)) / t ^ 3) (𝓝[≠] (0 : ℝ))
      (𝓝 (2 / Δ ^ 2)) := by
  have g0 : gap Δ 0 = Δ := by
    simp [gap, Real.sqrt_sq hΔ.le]
  have u0 : upper Δ 0 = Δ := by
    simp [upper, g0]
  have c₁ : Continuous fun t : ℝ => gap Δ t + gap Δ (-t) := by
    unfold gap
    fun_prop
  have c₂ : Continuous fun t : ℝ => upper Δ t * upper Δ (-t) := by
    unfold upper gap
    fun_prop
  have l₁ : Tendsto (fun t : ℝ => gap Δ t + gap Δ (-t)) (𝓝 0) (𝓝 (Δ + Δ)) := by
    have h := c₁.tendsto 0
    simpa only [neg_zero, g0] using h
  have l₂ : Tendsto (fun t : ℝ => upper Δ t * upper Δ (-t)) (𝓝 0) (𝓝 (Δ * Δ)) := by
    have h := c₂.tendsto 0
    simpa only [neg_zero, u0] using h
  have l : Tendsto (fun t : ℝ => (1 + 2 * Δ / (gap Δ t + gap Δ (-t))) /
      (upper Δ t * upper Δ (-t))) (𝓝 0) (𝓝 ((1 + 2 * Δ / (Δ + Δ)) / (Δ * Δ))) :=
    (tendsto_const_nhds.add (tendsto_const_nhds.div l₁ (by positivity))).div l₂
      (by positivity)
  have hv : (1 + 2 * Δ / (Δ + Δ)) / (Δ * Δ) = 2 / Δ ^ 2 := by
    have h1 : 2 * Δ / (Δ + Δ) = 1 := by
      rw [← two_mul]
      exact div_self (by positivity)
    rw [h1]
    ring
  rw [hv] at l
  -- away from `t = 0` the quotient equals the continuous factor of the exact splitting
  refine Tendsto.congr' ?_ (l.mono_left nhdsWithin_le_nhds)
  filter_upwards [self_mem_nhdsWithin] with t ht
  have ht' : t ≠ 0 := ht
  rw [splitting_exact Δ ht', eq_div_iff (pow_ne_zero 3 ht')]
  ring

end

end ThirdOrderSplitting
```

```lean
#print axioms ThirdOrderSplitting.chain_eigenvectors
-- 'ThirdOrderSplitting.chain_eigenvectors' depends on axioms: [propext, Classical.choice, Quot.sound]
#print axioms ThirdOrderSplitting.negative_levels
-- 'ThirdOrderSplitting.negative_levels' depends on axioms: [propext, Classical.choice, Quot.sound]
#print axioms ThirdOrderSplitting.second_order_shift
-- 'ThirdOrderSplitting.second_order_shift' depends on axioms: [propext, Classical.choice, Quot.sound]
#print axioms ThirdOrderSplitting.third_order_splitting
-- 'ThirdOrderSplitting.third_order_splitting' depends on axioms: [propext, Classical.choice, Quot.sound]
```

In the proof, `l₁` and `l₂` are the limits of the two denominators, and `hv` simplifies the limiting value. The last lines use the exact splitting to identify the continuous expression with the quotient at t ≠ 0.

The sign carries information: for small t > 0 the odd state is the lower of the two, and for small t < 0 the even one is. The theorem gives the leading coefficient but no error bound at a given t.

The coefficient agrees with the usual perturbative picture, in which the end sites are coupled through the path 0–1–2–3 with strength t³/Δ² and split by twice that amount. The code works from the exact roots and defines neither a perturbation series nor an effective Hamiltonian.

## Numbers for Δ = 1 and t = 0.1

The even quadratic is x² − 1.1x − 0.01, with discriminant 1.25, and the odd one is x² − 0.9x − 0.01, with discriminant 0.85. The smaller roots are

λ(0.1) = (1.1 − 1.118034)/2 = −0.009017

λ(−0.1) = (0.9 − 0.921954)/2 = −0.010977

Second order puts both levels at −0.01. The exact levels differ by 0.001960, and division by t³ = 0.001 gives 1.960, close to the limiting value 2.

## The resonant limit Δ = 0

If all site energies are equal, g(±t) = √5 |t| and μ(t)μ(−t) = t². The exact formula then reduces to

λ(t) − λ(−t) = t

The splitting is of first order, and its quotient by t³ is 1/t², which diverges as t → 0. The third-order law thus belongs to the off-resonant bridge.
